# In two-orbital response with de-excitation, a nonzero excitation energy at a closing orbital gap needs a divergent kernel element

## Gap, kernel element and excitation energy

Let $w$ be the gap between the bonding and antibonding Kohn–Sham orbitals of a closed-shell electron pair. Let $K$ be the matrix element of the Hartree-exchange-correlation kernel with the product of these orbitals on both sides, and $W$ the singlet excitation energy. All are real and in the same energy unit. With excitation amplitude $X$ and de-excitation amplitude $Y$, the response equations are

$$(w+2K)X+2KY=WX,\qquad 2KX+(w+2K)Y=-WY.$$

The factors of 2 come from the two spins. Both signs of $W$ occur as solutions.

When a bond such as that of H₂ is stretched, $w$ closes while the true singlet excitation energy stays nonzero. What must $K$ do? In time-dependent density-functional theory, within this two-orbital model, the answer constrains any approximate kernel: if its elements stay bounded, the excitation energy collapses. This depends on the de-excitation amplitude. The Tamm–Dancoff approximation sets $Y=0$ and drops the second equation, which leaves $W=w+2K$, and this can stay nonzero with a bounded $K$.

## What is stated along the stretching path

`IsExcitation w K W` says that the response equations have a solution with $X$ and $Y$ not both zero. `excitationSq w K` is the number $w^2+4wK$; despite its name it can be negative, and then no real $W$ exists. `isExcitation_iff` links the two: $W$ is an excitation energy exactly when $W^2=w^2+4wK$.

The path is an index type `ι` with a filter `l`, which covers a sequence of geometries as well as a continuous bond length $R\to\infty$. Given $w_j\to0$:

- If $|K_j|\le C$ eventually, then $w_j^2+4w_jK_j\to0$.
- If every $w_j>0$ and $w_j^2+4w_jK_j\to L>0$, then $w_jK_j\to L/4$ and $K_j\to+\infty$.
- If every $w_j>0$ and actual solutions $W_j$ tend to $W_0\neq0$, then $K_j\to+\infty$.

The closing gap and the bound on $K_j$ are assumed, not derived from a functional. The reduction of a molecule's full response problem to one orbital pair is assumed as well.

## Eliminating the amplitudes and taking the limit

Multiply the first equation by $w+2K+W$ and insert $(w+2K+W)Y=-2KX$ from the second:

$$\big[(w+2K)^2-W^2-4K^2\big]X=(w^2+4wK-W^2)X=0.$$

If $X\ne0$, the bracket vanishes. If $X=0$, then $Y\neq0$, and eliminating $X$ in the same way gives the same factor times $Y$.

Conversely, let $W^2=w^2+4wK$ and take $X=2K$, $Y=W-w-2K$. The first equation holds identically, and the second reduces to $W^2-w^2-4wK=0$. Both amplitudes vanish only if $K=0$ and $W=w$, where $(1,0)$ is a solution. For $w,W>0$, the amplitudes normalised to $X^2-Y^2=1$ are, up to a common sign,

$$X=\frac{w+W}{2\sqrt{wW}},\qquad Y=\frac{w-W}{2\sqrt{wW}}.$$

Along the path,

$$w_jK_j=\frac{W_j^2-w_j^2}{4}.$$

Since $w_j^2\to0$, $W_j^2\to L$ is equivalent to $w_jK_j\to L/4$. For bounded $K_j$, $|w_jK_j|\le C|w_j|\to0$, so $L=0$. For $L>0$ and $w_j>0$, eventually $w_jK_j\ge L/8$, hence $K_j\ge L/(8w_j)\to+\infty$.

Divergence alone is not enough. With $K_j=1/\sqrt{w_j}$ the product is $w_jK_j=\sqrt{w_j}\to0$, so $W_j^2\to0$. At fixed $w\ne0$, the only kernel element that gives $W^2=L$ is $K=(L-w^2)/(4w)$.

## The Lean file

```lean
import Mathlib

open Filter Topology

namespace BondStretchingKernel

/-- The squared excitation energy `w² + 4 w K` of a two-orbital system with
orbital gap `w` and kernel element `K`. -/
def excitationSq (w K : ℝ) : ℝ := w ^ 2 + 4 * w * K

/-- `W` is an excitation energy of the two-orbital response problem: the coupled equations
for the excitation amplitude `X` and the de-excitation amplitude `Y` have a nonzero solution. -/
def IsExcitation (w K W : ℝ) : Prop :=
  ∃ X Y : ℝ, (X ≠ 0 ∨ Y ≠ 0) ∧
    (w + 2 * K) * X + 2 * K * Y = W * X ∧
    2 * K * X + (w + 2 * K) * Y = -(W * Y)

/-- A real number `W` is an excitation energy of the response problem exactly when
`W² = w² + 4 w K`. -/
theorem isExcitation_iff (w K W : ℝ) :
    IsExcitation w K W ↔ W ^ 2 = excitationSq w K := by
  unfold IsExcitation excitationSq
  constructor
  · rintro ⟨X, Y, hXY, h1, h2⟩
    -- eliminate one amplitude in favour of the other
    rcases hXY with hX | hY
    · apply mul_right_cancel₀ hX
      linear_combination (-(w + 2 * K + W)) * h1 + 2 * K * h2
    · apply mul_right_cancel₀ hY
      linear_combination (-(w + 2 * K - W)) * h2 + 2 * K * h1
  · intro h
    by_cases hK : K = 0 ∧ W = w
    · -- without coupling the bare excitation solves the equations
      obtain ⟨hK0, hW⟩ := hK
      subst hK0 hW
      exact ⟨1, 0, Or.inl one_ne_zero, by ring, by ring⟩
    · refine ⟨2 * K, W - w - 2 * K, ?_, by ring, by linear_combination h⟩
      by_contra hc
      push Not at hc
      obtain ⟨h1, h2⟩ := hc
      exact hK ⟨by linarith, by linarith⟩

/-- At nonzero gap, exactly one kernel element reproduces a prescribed squared
excitation energy `L`, namely `(L - w²) / (4 w)`. -/
theorem excitationSq_eq_iff {w : ℝ} (hw : w ≠ 0) (K L : ℝ) :
    excitationSq w K = L ↔ K = (L - w ^ 2) / (4 * w) := by
  have h4 : 4 * w ≠ 0 := mul_ne_zero four_ne_zero hw
  rw [eq_div_iff h4]
  unfold excitationSq
  constructor <;> intro h <;> linarith

variable {ι : Type*} {l : Filter ι} {w K : ι → ℝ}

/-- When the orbital gap closes, the squared excitation energy tends to `L` exactly when
the product of gap and kernel element tends to `L / 4`. -/
theorem tendsto_excitationSq_iff (hw0 : Tendsto w l (𝓝 0)) (L : ℝ) :
    Tendsto (fun j => excitationSq (w j) (K j)) l (𝓝 L) ↔
      Tendsto (fun j => w j * K j) l (𝓝 (L / 4)) := by
  constructor
  · intro h
    have h2 := (h.sub (hw0.pow 2)).div_const 4
    have e : (L - (0 : ℝ) ^ 2) / 4 = L / 4 := by ring
    rw [e] at h2
    refine h2.congr fun j => ?_
    show (excitationSq (w j) (K j) - w j ^ 2) / 4 = w j * K j
    unfold excitationSq
    ring
  · intro h
    have h2 := (hw0.pow 2).add (h.const_mul 4)
    have e : (0 : ℝ) ^ 2 + 4 * (L / 4) = L := by ring
    rw [e] at h2
    refine h2.congr fun j => ?_
    show w j ^ 2 + 4 * (w j * K j) = excitationSq (w j) (K j)
    unfold excitationSq
    ring

/-- If the orbital gap closes while the kernel elements stay bounded, the squared
excitation energy tends to zero. -/
theorem excitationSq_tendsto_zero_of_bounded (hw0 : Tendsto w l (𝓝 0))
    {C : ℝ} (hK : ∀ᶠ j in l, |K j| ≤ C) :
    Tendsto (fun j => excitationSq (w j) (K j)) l (𝓝 0) := by
  rw [tendsto_excitationSq_iff hw0, zero_div]
  have hb : Tendsto (fun j => |w j| * C) l (𝓝 0) := by
    have h := hw0.abs.mul_const C
    rwa [abs_zero, zero_mul] at h
  -- the product is squeezed by the gap times the bound
  refine squeeze_zero_norm' ?_ hb
  filter_upwards [hK] with j hj
  rw [Real.norm_eq_abs, abs_mul]
  exact mul_le_mul_of_nonneg_left hj (abs_nonneg _)

/-- If positive orbital gaps close while the squared excitation energy tends to a positive
limit `L`, then gap times kernel element tends to `L / 4` and the kernel element
diverges to `+∞`. -/
theorem kernel_diverges (hw : ∀ j, 0 < w j) (hw0 : Tendsto w l (𝓝 0))
    {L : ℝ} (hL : 0 < L)
    (hW : Tendsto (fun j => excitationSq (w j) (K j)) l (𝓝 L)) :
    Tendsto (fun j => w j * K j) l (𝓝 (L / 4)) ∧ Tendsto K l atTop := by
  have hp := (tendsto_excitationSq_iff hw0 L).1 hW
  refine ⟨hp, ?_⟩
  have hinv : Tendsto (fun j => (w j)⁻¹) l atTop :=
    tendsto_inv_nhdsGT_zero.comp
      (tendsto_nhdsWithin_iff.2 ⟨hw0, Eventually.of_forall hw⟩)
  -- K is the product w K, with positive limit, times the diverging inverse gap
  have hL4 : 0 < L / 4 := by positivity
  refine (hp.pos_mul_atTop hL4 hinv).congr fun j => ?_
  have hj : w j ≠ 0 := (hw j).ne'
  field_simp

/-- If positive orbital gaps close while excitation energies `W` of the response problem
tend to a nonzero limit `W₀`, then the kernel element diverges to `+∞`. -/
theorem kernel_diverges_of_isExcitation (hw : ∀ j, 0 < w j) (hw0 : Tendsto w l (𝓝 0))
    {W : ι → ℝ} {W₀ : ℝ} (hW₀ : W₀ ≠ 0) (hexc : ∀ j, IsExcitation (w j) (K j) (W j))
    (hW : Tendsto W l (𝓝 W₀)) : Tendsto K l atTop := by
  have hL : 0 < W₀ ^ 2 := by positivity
  exact (kernel_diverges hw hw0 hL
    ((hW.pow 2).congr fun j => (isExcitation_iff _ _ _).1 (hexc j))).2

/-- For positive gaps that close, the kernel element `1 / √w` diverges to `+∞`, and yet the
squared excitation energy tends to zero. -/
theorem slow_divergence_insufficient (hw : ∀ j, 0 < w j) (hw0 : Tendsto w l (𝓝 0)) :
    Tendsto (fun j => (√(w j))⁻¹) l atTop ∧
      Tendsto (fun j => excitationSq (w j) (√(w j))⁻¹) l (𝓝 0) := by
  have hs : Tendsto (fun j => √(w j)) l (𝓝 0) := by
    have h := (Real.continuous_sqrt.tendsto 0).comp hw0
    rwa [Real.sqrt_zero] at h
  constructor
  · exact tendsto_inv_nhdsGT_zero.comp
      (tendsto_nhdsWithin_iff.2 ⟨hs, Eventually.of_forall fun j => Real.sqrt_pos.2 (hw j)⟩)
  · rw [tendsto_excitationSq_iff hw0, zero_div]
    -- gap times kernel element is the square root of the gap
    refine hs.congr fun j => ?_
    rw [← div_eq_mul_inv, Real.div_sqrt]

end BondStretchingKernel
```

```lean
#print axioms BondStretchingKernel.excitationSq_eq_iff
-- 'BondStretchingKernel.excitationSq_eq_iff' depends on axioms: [propext, Classical.choice, Quot.sound]
#print axioms BondStretchingKernel.excitationSq_tendsto_zero_of_bounded
-- 'BondStretchingKernel.excitationSq_tendsto_zero_of_bounded' depends on axioms: [propext, Classical.choice, Quot.sound]
#print axioms BondStretchingKernel.kernel_diverges_of_isExcitation
-- 'BondStretchingKernel.kernel_diverges_of_isExcitation' depends on axioms: [propext, Classical.choice, Quot.sound]
#print axioms BondStretchingKernel.slow_divergence_insufficient
-- 'BondStretchingKernel.slow_divergence_insufficient' depends on axioms: [propext, Classical.choice, Quot.sound]
```

## From elimination to divergence in Lean

In `isExcitation_iff`, the `linear_combination` calls carry the multipliers of the elimination, and `mul_right_cancel₀` removes the nonzero amplitude. The converse splits off the case $K=0$, $W=w$ and otherwise supplies the explicit pair. `excitationSq_eq_iff` solves the linear equation for $K$.

`tendsto_excitationSq_iff` combines limits in both directions: subtract $w_j^2$ and divide by 4, or multiply by 4 and add $w_j^2$. The bounded case then follows from `squeeze_zero_norm'` with the bound $|w_j|C$.

In `kernel_diverges`, positivity makes $w_j$ approach zero from the right, so $w_j^{-1}\to+\infty$. `pos_mul_atTop` multiplies this by the factor with limit $L/4>0$, and `field_simp` identifies the product as $K_j$. `kernel_diverges_of_isExcitation` applies this with $L=W_0^2$. `slow_divergence_insufficient` uses the same inverse limit for $\sqrt{w_j}$, then the limit equivalence.
